# The Quadratic Casimir Operator of U(M) for M Fermionic Modes Equals N(M + 1 − N)

Take a single fermionic mode with creation operator $c$ and annihilation operator $a$, where $ac + ca = 1$ and $c^2 = a^2 = 0$. Its one-body operators are the multiples of the number operator $N = ca$. To evaluate $N^2 = c\,(ac)\,a$, anticommute the inner pair:

$$N^2 = c(1 - ca)a = ca - cNa .$$

Annihilation lowers the particle number by one, $Na = aN - a$, so $cNa = N^2 - N$ and therefore $N^2 = N(2 - N)$. Here both sides equal $N$, because $N^2 = ca - c^2a^2 = N$. For $M$ modes, with $c_p$ and $a_p$ belonging to mode $p$, the $N^2$ on the left is replaced by $\sum_{pq} c_pa_q\,c_qa_p$. This is the quadratic Casimir operator of $U(M)$, the group of unitary transformations among the modes, in the normalisation used throughout; conventions with another overall factor or an added multiple of $N^2$ give a different formula. The same two moves, anticommuting the inner pair and carrying $N$ past an annihilation operator, settle the case of $M$ modes.

## Derivation for M modes

Let $c_p$ and $a_p$ create and annihilate a particle in mode $p$, with the canonical anticommutation relations (CAR)

$$c_pc_q + c_qc_p = 0,\qquad a_pa_q + a_qa_p = 0,\qquad a_pc_q + c_qa_p = \delta_{pq}.$$

Define $E_{pq} = c_pa_q$, which moves a particle from mode $q$ to mode $p$, and $N = \sum_p E_{pp}$. The claim is

$$C := \sum_{pq} E_{pq}E_{qp} = N(M + 1 - N).$$

First, find how $N$ passes a single operator. For annihilation,

$$c_pa_pa_r = -c_pa_ra_p = -(\delta_{rp} - a_rc_p)a_p = a_rc_pa_p - \delta_{rp}a_p,$$

and summing over $p$ gives $Na_r = a_rN - a_r$. For creation,

$$c_pa_pc_r = c_p(\delta_{pr} - c_ra_p) = c_rc_pa_p + \delta_{pr}c_p,$$

so $Nc_r = c_rN + c_r$. The two shifts cancel in a one-body operator:

$$NE_{rs} = (c_rN + c_r)a_s = c_r(a_sN - a_s) + c_ra_s = E_{rs}N.$$

Next, anticommute the inner pair in a product that shares the index $q$:

$$E_{pq}E_{qr} = c_p(1 - c_qa_q)a_r = E_{pr} - c_pE_{qq}a_r.$$

Summing over the $M$ values of $q$,

$$\sum_q E_{pq}E_{qr} = M E_{pr} - c_pNa_r = M E_{pr} - c_p(a_rN - a_r) = E_{pr}(M + 1 - N).$$

Setting $r = p$ and summing over $p$ gives the claim. Since $N$ commutes with every $E_{rs}$, so does $C$. If $N\psi = k\psi$, then

$$C\psi = N(M + 1 - N)\psi = (M + 1 - k)N\psi = k(M + 1 - k)\psi.$$

Counting confirms this value for a determinant with $k$ occupied modes. The terms with $p = q$ contribute $k$. A term with $p \ne q$ moves a particle from $p$ to $q$ and back, which requires $p$ occupied and $q$ empty, so these terms contribute $k(M - k)$.

For electrons in a finite set of $M$ spin orbitals, the quadratic Casimir operator is thus a constant at fixed electron number and distinguishes no states within that sector. This gives a check on a configuration-interaction program that evaluates products of one-body operators by applying one and then the other. If the program keeps all $k$-electron determinants of the $M$ spin orbitals, whatever their spin projection, the double sum over all spin orbitals, spin flips included, must multiply every $k$-electron vector by $k(M + 1 - k)$. In a truncated space the check can fail for a correct program, because intermediate determinants are missing. A single missing or doubly counted excitation changes the factor for the determinant it starts from. Several such errors can compensate one another, however, and a sign error shared by $E_{pq}$ and $E_{qp}$ cancels in their product and escapes the check.

## The relations and operators in Lean

The operators are elements of an arbitrary ring `A`, for example the ring of linear operators on a complex vector space.

```lean
import Mathlib

namespace UnitaryGroupCasimir

variable {ι A : Type*} [Ring A]
```

The modes are labelled by a type `ι`, and `c` and `a` assign an operator to each label. The structure `IsCAR` contains the three relations. When `c p` is the adjoint of `a p`, the Kronecker delta expresses that the modes are orthonormal. The structure does not require `c p` to be that adjoint, since the derivation never uses an inner product.

```lean
/-- The canonical anticommutation relations for creation operators `c p` and
annihilation operators `a p`. -/
structure IsCAR [DecidableEq ι] (c a : ι → A) : Prop where
  cre : ∀ p q, c p * c q + c q * c p = 0
  ann : ∀ p q, a p * a q + a q * a p = 0
  mixed : ∀ p q, a p * c q + c q * a p = if p = q then 1 else 0
```

The operator $E_{pq}$ is `hop c a p q`, with the creation index first.

```lean
/-- The one-body operator `E_pq = c_p a_q`, which moves a particle from mode `q` to mode `p`. -/
def hop (c a : ι → A) (p q : ι) : A := c p * a q
```

From here on `ι` is finite, and $M$ is its number of elements, `Fintype.card ι`. It counts spin orbitals when the modes are electronic; excitation operators summed over spin are different operators, and the formula does not apply to them. With no modes at all, both sides of the formula are zero.

```lean
variable [Fintype ι]

/-- The total number operator `N = ∑_p E_pp`. -/
def number (c a : ι → A) : A := ∑ p, hop c a p p
```

The Casimir operator is defined directly as the double sum. The group $U(M)$ and its representations are not constructed; the sum has its name because it commutes with the generators in every representation, and what is proved below is this commutation for the fermionic operators $E_{rs}$ only, as a consequence of the formula in $N$.

```lean
/-- The quadratic Casimir operator `∑_pq E_pq E_qp` of `U(M)`. -/
def casimir (c a : ι → A) : A := ∑ p, ∑ q, hop c a p q * hop c a q p
```

## How N passes creation and annihilation operators

The theorem `number_mul_ann` states $Na_r = a_rN - a_r$. Its inner statement `key` is the relation for one mode $p$. The `calc` block first rewrites the product so that two complete anticommutators appear, a rearrangement checked by `noncomm_ring`, and then replaces them by $0$ and $\delta_{rp}$. Summation over $p$ leaves one correction term.

```lean
variable [DecidableEq ι] {c a : ι → A}

/-- An annihilation operator lowers the particle number by one: `N a_r = a_r N - a_r`. -/
theorem number_mul_ann (h : IsCAR c a) (r : ι) :
    number c a * a r = a r * number c a - a r := by
  -- only the mode `p = r` contributes to the commutator
  have key : ∀ p, c p * a p * a r = a r * (c p * a p) - if r = p then a p else 0 := by
    intro p
    calc c p * a p * a r
        = c p * (a p * a r + a r * a p) - (a r * c p + c p * a r) * a p
            + a r * (c p * a p) := by noncomm_ring
      _ = a r * (c p * a p) - if r = p then a p else 0 := by
          rw [h.ann p r, h.mixed r p]
          split_ifs <;> simp
          abel
  simp only [number, hop, Finset.sum_mul, Finset.mul_sum, key, Finset.sum_sub_distrib,
    Finset.sum_ite_eq, Finset.mem_univ, if_true]
```

The creation operator is treated in the same way, and the correction has the opposite sign.

```lean
/-- A creation operator raises the particle number by one: `N c_r = c_r N + c_r`. -/
theorem number_mul_cre (h : IsCAR c a) (r : ι) :
    number c a * c r = c r * number c a + c r := by
  have key : ∀ p, c p * a p * c r = c r * (c p * a p) + if p = r then c p else 0 := by
    intro p
    calc c p * a p * c r
        = c p * (a p * c r + c r * a p) - (c p * c r + c r * c p) * a p
            + c r * (c p * a p) := by noncomm_ring
      _ = c r * (c p * a p) + if p = r then c p else 0 := by
          rw [h.cre p r, h.mixed p r]
          split_ifs <;> simp
          abel
  simp only [number, hop, Finset.sum_mul, Finset.mul_sum, key, Finset.sum_add_distrib,
    Finset.sum_ite_eq', Finset.mem_univ, if_true]
```

To show that $N$ commutes with $E_{rs}$, the proof multiplies the creation relation by $a_s$ on the right and the annihilation relation by $c_r$ on the left. The `linear_combination` step adds the two, and the shifts cancel as they did by hand.

```lean
/-- Every one-body operator `E_rs` conserves the particle number. -/
theorem number_comm_hop (h : IsCAR c a) (r s : ι) :
    number c a * hop c a r s = hop c a r s * number c a := by
  have h1 := number_mul_cre h r
  have h2 := number_mul_ann h s
  simp only [hop]
  linear_combination (norm := noncomm_ring) h1 * a s + c r * h2
```

## Contracting the shared index

The theorem `sum_hop_mul_hop` is the identity for $\sum_q E_{pq}E_{qr}$, with $p$ and $r$ free. It is stronger than the Casimir formula, which uses only its diagonal $r = p$.

Inside the proof, `term` anticommutes $a_qc_q$ for one value of $q$. The sum then produces $M E_{pr} - c_pNa_r$. In the last step `h2` carries $N$ through $a_r$, and `hc` records that the number $M$ commutes with $E_{pr}$, so that it can stand on the right.

```lean
/-- The operator-valued matrix `E` satisfies a quadratic identity:
`∑_q E_pq E_qr = E_pr (M + 1 - N)`, where `M` is the number of modes. -/
theorem sum_hop_mul_hop (h : IsCAR c a) (p r : ι) :
    ∑ q, hop c a p q * hop c a q r
      = hop c a p r * ((Fintype.card ι : A) + 1 - number c a) := by
  -- anticommute the inner pair `a_q c_q`
  have term : ∀ q, hop c a p q * hop c a q r
      = hop c a p r - c p * hop c a q q * a r := by
    intro q
    have hq : a q * c q + c q * a q = 1 := by simpa using h.mixed q q
    simp only [hop]
    linear_combination (norm := noncomm_ring) c p * hq * a r
  calc ∑ q, hop c a p q * hop c a q r
      = ∑ q, (hop c a p r - c p * hop c a q q * a r) :=
        Finset.sum_congr rfl fun q _ => term q
    _ = (Fintype.card ι : A) * hop c a p r - c p * number c a * a r := by
        rw [Finset.sum_sub_distrib, Finset.sum_const, Finset.card_univ, nsmul_eq_mul,
          number, Finset.mul_sum, Finset.sum_mul]
    _ = hop c a p r * ((Fintype.card ι : A) + 1 - number c a) := by
        -- move `N` to the right through `a_r`
        have hc := (Nat.cast_commute (Fintype.card ι) (hop c a p r)).eq
        have h2 := number_mul_ann h r
        simp only [hop] at hc ⊢
        generalize (Fintype.card ι : A) = m at hc ⊢
        linear_combination (norm := noncomm_ring) hc - c p * h2
```

The Casimir formula follows by setting $r = p$ in each term of the outer sum and taking the common factor $M + 1 - N$ out to the right.

```lean
/-- The quadratic Casimir operator of `U(M)` for `M` fermionic modes is a function of the
particle number: `∑_pq E_pq E_qp = N (M + 1 - N)`. -/
theorem casimir_eq (h : IsCAR c a) :
    casimir c a = number c a * ((Fintype.card ι : A) + 1 - number c a) := by
  calc casimir c a
      = ∑ p, hop c a p p * ((Fintype.card ι : A) + 1 - number c a) :=
        Finset.sum_congr rfl fun p _ => sum_hop_mul_hop h p p
    _ = number c a * ((Fintype.card ι : A) + 1 - number c a) := by
        rw [number, Finset.sum_mul]
```

Commutation with $E_{rs}$ is now read off from the formula: $N$ commutes with $E_{rs}$ by `number_comm_hop`, and the numbers $M$ and $1$ commute with everything.

```lean
/-- The quadratic Casimir operator commutes with every one-body operator `E_rs`. -/
theorem casimir_comm_hop (h : IsCAR c a) (r s : ι) :
    casimir c a * hop c a r s = hop c a r s * casimir c a := by
  have hN : Commute (number c a) (hop c a r s) := number_comm_hop h r s
  rw [casimir_eq h]
  exact (hN.mul_left
    (((Nat.cast_commute _ _).add_left (Commute.one_left _)).sub_left hN)).eq
```

## The value at fixed particle number

For the eigenvalue statement the ring is specialised to `Module.End ℂ V`, the linear operators on a complex vector space `V`, which may have infinite dimension. The hypothesis `hψ` says $N\psi = k\psi$. The vector need not be normalised, and `k` is any complex number for which the equation holds; the theorem does not show that it is an integer.

The proof evaluates $(M + 1 - N)\psi = (M + 1 - k)\psi$ in `h1`, then applies the remaining factor $N$.

```lean
/-- On a state with particle number `k`, the quadratic Casimir operator acts as the
number `k (M + 1 - k)`. -/
theorem casimir_apply_of_number {V : Type*} [AddCommGroup V] [Module ℂ V]
    {c a : ι → Module.End ℂ V} (h : IsCAR c a) {k : ℂ} {ψ : V}
    (hψ : number c a ψ = k • ψ) :
    casimir c a ψ = (k * ((Fintype.card ι : ℂ) + 1 - k)) • ψ := by
  have hm : ((Fintype.card ι : ℕ) : Module.End ℂ V) ψ = (Fintype.card ι : ℂ) • ψ := by
    rw [Module.End.natCast_apply, Nat.cast_smul_eq_nsmul]
  have h1 : ((Fintype.card ι : Module.End ℂ V) + 1 - number c a) ψ
      = ((Fintype.card ι : ℂ) + 1 - k) • ψ := by
    rw [LinearMap.sub_apply, LinearMap.add_apply, hm, Module.End.one_apply, hψ]
    module
  rw [casimir_eq h, Module.End.mul_apply, h1, map_smul, hψ]
  module
```

## Two modes as explicit matrices

Everything so far assumes operators that satisfy `IsCAR`. The Jordan–Wigner matrices provide an example with two modes, labelled 0 and 1. In the basis $00, 01, 10, 11$ the first digit is the occupation of mode 0. The entry $-1$ in the second matrix is the sign acquired when mode 1 is emptied while mode 0 is occupied.

```lean
/-- Jordan–Wigner annihilation matrices of two modes, in the occupation basis
`00, 01, 10, 11`. -/
def jwAnnihilate : Fin 2 → Matrix (Fin 4) (Fin 4) ℂ :=
  ![!![0, 0, 1, 0; 0, 0, 0, 1; 0, 0, 0, 0; 0, 0, 0, 0],
    !![0, 1, 0, 0; 0, 0, 0, 0; 0, 0, 0, -1; 0, 0, 0, 0]]
```

The matrices are real, so their transposes are also their adjoints, as expected of physical creation operators.

```lean
/-- Jordan–Wigner creation matrices of two modes, the transposes of the annihilation
matrices. -/
def jwCreate (p : Fin 2) : Matrix (Fin 4) (Fin 4) ℂ := (jwAnnihilate p).transpose
```

The proof checks the annihilation relations entry by entry and obtains the creation relations by transposing them. The mixed relations are again checked entrywise. With $M = 2$, the formula gives the Casimir operator the values $0, 2, 2, 2$ on the four basis states.

```lean
set_option maxHeartbeats 400000 in
/-- The two-mode Jordan–Wigner matrices satisfy the canonical anticommutation relations. -/
theorem isCAR_witness : IsCAR jwCreate jwAnnihilate := by
  have hann : ∀ p q, jwAnnihilate p * jwAnnihilate q
      + jwAnnihilate q * jwAnnihilate p = 0 := by
    intro p q
    fin_cases p <;> fin_cases q <;> ext i j <;> fin_cases i <;> fin_cases j <;>
      simp [jwAnnihilate]
  refine ⟨fun p q => ?_, hann, fun p q => ?_⟩
  · -- transpose the relation for the annihilation matrices
    have ht := congrArg Matrix.transpose (hann q p)
    simpa only [Matrix.transpose_add, Matrix.transpose_mul, Matrix.transpose_zero,
      jwCreate] using ht
  · -- write the products entrywise before inserting the explicit matrices
    ext i j
    simp only [Matrix.add_apply, Matrix.mul_apply, Fin.sum_univ_four, jwCreate,
      Matrix.transpose_apply]
    fin_cases p <;> fin_cases q <;> fin_cases i <;> fin_cases j <;>
      simp [jwAnnihilate]

end UnitaryGroupCasimir
```

```lean
#print axioms UnitaryGroupCasimir.casimir_eq
#print axioms UnitaryGroupCasimir.casimir_comm_hop
#print axioms UnitaryGroupCasimir.casimir_apply_of_number
```

```
'UnitaryGroupCasimir.casimir_eq' depends on axioms: [propext, Classical.choice, Quot.sound]
'UnitaryGroupCasimir.casimir_comm_hop' depends on axioms: [propext, Classical.choice, Quot.sound]
'UnitaryGroupCasimir.casimir_apply_of_number' depends on axioms: [propext, Classical.choice, Quot.sound]
```
